# For four spins with Ms = 0, the global spin flip isolates the triplets but not the singlets from the quintet

**Question**

Four singly occupied orbitals with Ms = 0 give six spin strings, which combine into two singlets, three triplets and one quintet. Reversing all four spins multiplies every triplet by −1 and leaves the singlets and the quintet unchanged, so flip symmetry can pick out the triplets but cannot tell a singlet from the quintet. I can see this from coupling tables, but I would like a rigorous derivation from the strings themselves, with a machine-checked proof in Lean. Can that be done?

**Answer**

Yes. The odd states under the flip F are exactly the eigenstates of S² with eigenvalue 2, and the even states are exactly the sums of a singlet and a quintet state. Both follow from one formula for S² on the strings.

## S² as a sum of exchanges

For N spins one half, let P_ij exchange spins i and j. Since 2 S_i·S_j = P_ij − 1/2 (with ħ = 1),

S² = 3N/4 + 2 Σ_{i<j} S_i·S_j = N(4 − N)/4 + Σ_{i<j} P_ij.

At N = 4 the constant vanishes, and S² is the plain sum of six transpositions, called S2 below. Using that plain sum for another number of spins is a mistake that shifts the eigenvalues.

Let ψ(s) be the amplitude of string s, s̄ the string with all spins reversed, and A = Σ_t ψ(t). In a string with two spins up and two down, two of the six exchanges act on equal spins and return s. The other four lead to the four strings other than s and s̄, once each. Hence

(S2 ψ)(s) = 2ψ(s) + [A − ψ(s) − ψ(s̄)] = ψ(s) − ψ(s̄) + A.

Since (Fψ)(s) = ψ(s̄) and F leaves A unchanged, both F S2 ψ and S2 F ψ have the amplitude ψ(s̄) − ψ(s) + A at s. The two operators commute.

## The odd and even sectors

**Triplets.** If ψ(s̄) = −ψ(s), summing over s gives A = −A, so A = 0 and S2 ψ = 2ψ. Conversely, summing the eigenvalue equation S2 ψ = 2ψ over the six strings gives 6A = 2A. So A = 0, and the equation reduces to ψ(s̄) = −ψ(s).

**Singlets.** If S2 ψ = 0, adding the equations at s and s̄ gives 2A = 0, and then ψ(s̄) = ψ(s). Conversely, an even state with A = 0 satisfies S2 ψ = 0.

**Quintet.** If S2 ψ = 6ψ, then

−5ψ(s) − ψ(s̄) + A = 0.

Subtracting the same equation at s̄ gives ψ(s) = ψ(s̄), hence ψ(s) = A/6 for every s. Conversely, equal amplitudes give (S2 ψ)(s) = A = 6ψ(s). The normalised quintet state has all amplitudes equal to 1/√6.

Any even state splits as

ψ(s) = [ψ(s) − A/6] + A/6,

a singlet part plus a quintet part. The strings form three flip pairs, so an odd state has three free amplitudes. An even state also has three: the condition A = 0 leaves two for the singlets, and the constant state supplies the third.

On every even state Fψ = ψ, so p(F)ψ = p(1)ψ for any polynomial p. No projector built from F alone can remove the quintet and keep the singlets.

## The Lean file

```lean
import Mathlib

open Finset Module

namespace FourSpinFlip

/-- Twice the spin projection Ms of a string of four spins (`true` is up, `false` is down). -/
def twiceMs (s : Fin 4 → Bool) : ℤ := ∑ i, if s i then 1 else -1

/-- The strings of four spins with Ms = 0. -/
abbrev Str := {s : Fin 4 → Bool // twiceMs s = 0}

/-- Wave functions: one complex amplitude for each Ms = 0 string. -/
abbrev Wave := Str → ℂ

/-- Exchange of the spins on sites `i` and `j` of a string. -/
def exchange (i j : Fin 4) (s : Str) : Str :=
  ⟨fun k => s.1 (Equiv.swap i j k),
    (Equiv.sum_comp (Equiv.swap i j) (fun k => if s.1 k then (1 : ℤ) else -1)).trans s.2⟩

/-- Reversal of all four spins of a string. -/
def flipAll : Equiv.Perm Str :=
  Function.Involutive.toPerm
    (fun s : Str => (⟨fun i => !s.1 i,
      (by decide +kernel : ∀ s : Fin 4 → Bool, twiceMs s = 0 → twiceMs (fun i => !s i) = 0)
        s.1 s.2⟩ : Str))
    (fun _ => Subtype.ext (funext fun _ => Bool.not_not _))

/-- The six pairs of sites `i < j`. -/
def pairs : Finset (Fin 4 × Fin 4) := univ.filter fun p => p.1 < p.2

/-- The operator S2: the sum of the six spin transpositions. -/
noncomputable def spinSq : End ℂ Wave :=
  ∑ p ∈ pairs, LinearMap.funLeft ℂ ℂ (exchange p.1 p.2)

/-- The global spin flip F acting on wave functions. -/
noncomputable def spinFlip : End ℂ Wave := LinearMap.funLeft ℂ ℂ flipAll

/-- The strings aabb, abab, abba, baab, baba, bbaa, with a for up and b for down. -/
def config : Fin 6 → Str :=
  ![⟨![true, true, false, false], by decide +kernel⟩,
    ⟨![true, false, true, false], by decide +kernel⟩,
    ⟨![true, false, false, true], by decide +kernel⟩,
    ⟨![false, true, true, false], by decide +kernel⟩,
    ⟨![false, true, false, true], by decide +kernel⟩,
    ⟨![false, false, true, true], by decide +kernel⟩]

/-- The list `config` contains every Ms = 0 string exactly once. -/
theorem config_bijective : Function.Bijective config := by decide +kernel

/-- S2 returns the amplitude of a string, minus that of the flipped string, plus the sum of
all amplitudes. -/
theorem spinSq_apply (ψ : Wave) (s : Str) :
    spinSq ψ s = ψ s - ψ (flipAll s) + ∑ t, ψ t := by
  -- count the transpositions that lead from `s` to `t`
  have count : ∀ s t : Str, (pairs.filter fun p => exchange p.1 p.2 s = t).card
      + (if flipAll s = t then 1 else 0) = 1 + (if s = t then 1 else 0) := by decide +kernel
  have hc : ∀ t : Str, ((pairs.filter fun p => exchange p.1 p.2 s = t).card : ℂ)
      = 1 + (if s = t then 1 else 0) - (if flipAll s = t then 1 else 0) := by
    intro t
    have h := congrArg (fun n : ℕ => (n : ℂ)) (count s t)
    simp only [Nat.cast_add, Nat.cast_ite, Nat.cast_one, Nat.cast_zero] at h
    linear_combination h
  calc spinSq ψ s = ∑ p ∈ pairs, ψ (exchange p.1 p.2 s) := by
        simp only [spinSq, LinearMap.sum_apply, Finset.sum_apply, LinearMap.funLeft_apply]
    _ = ∑ p ∈ pairs, ∑ t, if exchange p.1 p.2 s = t then ψ t else 0 := by simp
    _ = ∑ t, ∑ p ∈ pairs, if exchange p.1 p.2 s = t then ψ t else 0 := Finset.sum_comm
    _ = ∑ t, ((pairs.filter fun p => exchange p.1 p.2 s = t).card : ℂ) * ψ t := by
        refine Finset.sum_congr rfl fun t _ => ?_
        rw [← Finset.sum_filter, Finset.sum_const, nsmul_eq_mul]
    _ = ψ s - ψ (flipAll s) + ∑ t, ψ t := by
        simp only [hc, sub_mul, add_mul, one_mul, ite_mul, zero_mul, Finset.sum_sub_distrib,
          Finset.sum_add_distrib, Finset.sum_ite_eq, Finset.mem_univ, if_true]
        ring

/-- The eigenvalue equation of F, written for the amplitudes. -/
theorem mem_flip_iff (μ : ℂ) (ψ : Wave) :
    ψ ∈ spinFlip.eigenspace μ ↔ ∀ s, ψ (flipAll s) = μ * ψ s := by
  rw [End.mem_eigenspace_iff, funext_iff]
  rfl

/-- The eigenvalue equation of S2, written for the amplitudes. -/
theorem mem_spinSq_iff (μ : ℂ) (ψ : Wave) :
    ψ ∈ spinSq.eigenspace μ ↔ ∀ s, ψ s - ψ (flipAll s) + ∑ t, ψ t = μ * ψ s := by
  rw [End.mem_eigenspace_iff, funext_iff]
  simp only [spinSq_apply, Pi.smul_apply, smul_eq_mul]

/-- The states odd under the global flip are exactly the states with S2 = 2. -/
theorem flip_odd_eq_triplet : spinFlip.eigenspace (-1) = spinSq.eigenspace 2 := by
  ext ψ
  rw [mem_flip_iff, mem_spinSq_iff]
  have hsum : ∑ s, ψ (flipAll s) = ∑ s, ψ s := Equiv.sum_comp flipAll ψ
  constructor
  · intro h s
    have h0 := hsum
    simp only [h, ← Finset.mul_sum] at h0
    linear_combination -h s - (1 / 2) * h0
  · intro h s
    -- summing the eigenvalue equation over all strings gives 6 Σψ = 2 Σψ
    have h0 := Finset.sum_congr (rfl : (univ : Finset Str) = univ) fun s _ => h s
    simp only [Finset.sum_add_distrib, Finset.sum_sub_distrib, hsum, ← Finset.mul_sum,
      Finset.sum_const, Finset.card_univ, (by decide +kernel : Fintype.card Str = 6),
      nsmul_eq_mul] at h0
    push_cast at h0
    linear_combination (1 / 4) * h0 - h s

/-- A state has S2 = 0 exactly when it is even under the flip and its amplitudes sum to zero. -/
theorem mem_singlet_iff (ψ : Wave) :
    ψ ∈ spinSq.eigenspace 0 ↔ (∀ s, ψ (flipAll s) = ψ s) ∧ ∑ t, ψ t = 0 := by
  rw [mem_spinSq_iff]
  constructor
  · intro h
    have ff : flipAll (flipAll (config 0)) = config 0 := flipAll.left_inv _
    have h1 := h (config 0)
    have h2 := h (flipAll (config 0))
    rw [ff] at h2
    have h0 : ∑ t, ψ t = 0 := by linear_combination (h1 + h2) / 2
    exact ⟨fun s => by linear_combination h0 - h s, h0⟩
  · rintro ⟨hf, h0⟩ s
    linear_combination h0 - hf s

/-- A state has S2 = 6 exactly when every amplitude equals the mean amplitude. -/
theorem mem_quintet_iff (ψ : Wave) :
    ψ ∈ spinSq.eigenspace 6 ↔ ∀ s, ψ s = (∑ t, ψ t) / 6 := by
  rw [mem_spinSq_iff]
  constructor
  · intro h s
    have ff : flipAll (flipAll s) = s := flipAll.left_inv s
    have h2 := h (flipAll s)
    rw [ff] at h2
    linear_combination (-5 / 24) * h s + (1 / 24) * h2
  · intro h s
    linear_combination -5 * h s - h (flipAll s)

/-- The states even under the flip are the sums of a state with S2 = 0 and one with S2 = 6. -/
theorem flip_even_eq_singlet_sup_quintet :
    spinFlip.eigenspace 1 = spinSq.eigenspace 0 ⊔ spinSq.eigenspace 6 := by
  have card : Fintype.card Str = 6 := by decide +kernel
  apply le_antisymm
  · intro ψ h
    rw [mem_flip_iff] at h
    -- split off the mean amplitude
    refine Submodule.mem_sup.2 ⟨fun s => ψ s - (∑ t, ψ t) / 6, ?_,
      fun _ => (∑ t, ψ t) / 6, ?_, funext fun s => sub_add_cancel (ψ s) _⟩
    · refine (mem_singlet_iff _).2 ⟨fun s => ?_, ?_⟩
      · simp only [h s, one_mul]
      · simp only [Finset.sum_sub_distrib, Finset.sum_const, Finset.card_univ, card,
          nsmul_eq_mul]
        push_cast
        ring
    · refine (mem_quintet_iff _).2 fun s => ?_
      simp only [Finset.sum_const, Finset.card_univ, card, nsmul_eq_mul]
      push_cast
      ring
  · refine sup_le (fun ψ h => ?_) (fun ψ h => ?_)
    · exact (mem_flip_iff _ _).2 fun s => by rw [((mem_singlet_iff ψ).1 h).1 s, one_mul]
    · have h' := (mem_quintet_iff ψ).1 h
      exact (mem_flip_iff _ _).2 fun s => by linear_combination h' (flipAll s) - h' s

/-- The eigenvalues 2, 0 and 6 of S2 have multiplicities 3, 2 and 1. -/
theorem spin_multiplicities : finrank ℂ (spinSq.eigenspace 2) = 3 ∧
    finrank ℂ (spinSq.eigenspace 0) = 2 ∧ finrank ℂ (spinSq.eigenspace 6) = 1 := by
  -- a space whose states are fixed by k amplitudes has dimension at most k
  have bound : ∀ (W : Submodule ℂ Wave) (k : ℕ) (u : Fin k → Fin 6),
      (∀ ψ ∈ W, (∀ i, ψ (config (u i)) = 0) → ∀ i, ψ (config i) = 0) → finrank ℂ W ≤ k := by
    intro W k u h
    have hinj : Function.Injective
        ((LinearMap.funLeft ℂ ℂ (fun i => config (u i))).comp W.subtype) := by
      rw [← LinearMap.ker_eq_bot, LinearMap.ker_eq_bot']
      intro ψ hψ
      refine Subtype.ext (funext fun s => ?_)
      obtain ⟨i, rfl⟩ := config_bijective.2 s
      exact h ψ.1 ψ.2 (fun i => congrFun hψ i) i
    exact (LinearMap.finrank_le_finrank_of_injective hinj).trans_eq (by simp)
  have f0 : flipAll (config 0) = config 5 := by decide +kernel
  have f1 : flipAll (config 1) = config 4 := by decide +kernel
  have f2 : flipAll (config 2) = config 3 := by decide +kernel
  have b2 : finrank ℂ (spinSq.eigenspace 2) ≤ 3 := bound _ 3 ![0, 1, 2] fun ψ hψ h => by
    rw [← flip_odd_eq_triplet, mem_flip_iff] at hψ
    have h0 : ψ (config 0) = 0 := h 0
    have h1 : ψ (config 1) = 0 := h 1
    have h2 : ψ (config 2) = 0 := h 2
    have h5 := hψ (config 0)
    have h4 := hψ (config 1)
    have h3 := hψ (config 2)
    rw [f0, h0, mul_zero] at h5
    rw [f1, h1, mul_zero] at h4
    rw [f2, h2, mul_zero] at h3
    intro i
    fin_cases i
    exacts [h0, h1, h2, h3, h4, h5]
  have b0 : finrank ℂ (spinSq.eigenspace 0) ≤ 2 := bound _ 2 ![0, 1] fun ψ hψ h => by
    obtain ⟨hf, hs⟩ := (mem_singlet_iff ψ).1 hψ
    rw [← config_bijective.sum_comp ψ, Fin.sum_univ_six] at hs
    have h0 : ψ (config 0) = 0 := h 0
    have h1 : ψ (config 1) = 0 := h 1
    have h5 := hf (config 0)
    have h4 := hf (config 1)
    have h3 := hf (config 2)
    rw [f0, h0] at h5
    rw [f1, h1] at h4
    rw [f2] at h3
    have h2 : ψ (config 2) = 0 := by linear_combination (hs - h0 - h1 - h3 - h4 - h5) / 2
    intro i
    fin_cases i
    exacts [h0, h1, h2, h3.trans h2, h4, h5]
  have b6 : finrank ℂ (spinSq.eigenspace 6) ≤ 1 := bound _ 1 ![0] fun ψ hψ h i => by
    have hq := (mem_quintet_iff ψ).1 hψ
    have h0 : ψ (config 0) = 0 := h 0
    exact (hq _).trans ((hq (config 0)).symm.trans h0)
  -- even and odd states together span the whole six-dimensional space
  have htop : spinFlip.eigenspace 1 ⊔ spinFlip.eigenspace (-1) = ⊤ := by
    refine eq_top_iff.2 fun ψ _ => Submodule.mem_sup.2
      ⟨fun s => (ψ s + ψ (flipAll s)) / 2, (mem_flip_iff _ _).2 fun s => ?_,
        fun s => (ψ s - ψ (flipAll s)) / 2, (mem_flip_iff _ _).2 fun s => ?_,
        funext fun s => ?_⟩
    · have ff : flipAll (flipAll s) = s := flipAll.left_inv s
      simp only [ff]
      ring
    · have ff : flipAll (flipAll s) = s := flipAll.left_inv s
      simp only [ff]
      ring
    · change (ψ s + ψ (flipAll s)) / 2 + (ψ s - ψ (flipAll s)) / 2 = ψ s
      ring
  rw [flip_even_eq_singlet_sup_quintet, flip_odd_eq_triplet] at htop
  have t1 := Submodule.finrank_add_le_finrank_add_finrank
    (spinSq.eigenspace 0 ⊔ spinSq.eigenspace 6) (spinSq.eigenspace 2)
  have t2 := Submodule.finrank_add_le_finrank_add_finrank
    (spinSq.eigenspace 0) (spinSq.eigenspace 6)
  rw [htop, finrank_top, Module.finrank_fintype_fun_eq_card,
    (by decide +kernel : Fintype.card Str = 6)] at t1
  refine ⟨by omega, by omega, by omega⟩

/-- F commutes with S2; its -1 eigenspace is the three-dimensional S2 = 2 eigenspace, and its
+1 eigenspace is the sum of the S2 = 0 (dimension 2) and S2 = 6 (dimension 1) eigenspaces, on
which every polynomial in F acts as a single number. -/
theorem spin_flip_sectors :
    Commute spinFlip spinSq ∧
    (spinFlip.eigenspace (-1) = spinSq.eigenspace 2 ∧
      finrank ℂ (spinSq.eigenspace 2) = 3) ∧
    (spinFlip.eigenspace 1 = spinSq.eigenspace 0 ⊔ spinSq.eigenspace 6 ∧
      finrank ℂ (spinSq.eigenspace 0) = 2 ∧ finrank ℂ (spinSq.eigenspace 6) = 1) ∧
    ∀ p : Polynomial ℂ, ∀ ψ ∈ spinSq.eigenspace 0 ⊔ spinSq.eigenspace 6,
      Polynomial.aeval spinFlip p ψ = p.eval 1 • ψ := by
  obtain ⟨d2, d0, d6⟩ := spin_multiplicities
  refine ⟨?_, ⟨flip_odd_eq_triplet, d2⟩, ⟨flip_even_eq_singlet_sup_quintet, d0, d6⟩, ?_⟩
  · refine LinearMap.ext fun ψ => funext fun s => ?_
    change spinSq ψ (flipAll s) = spinSq (spinFlip ψ) s
    have hsum : ∑ t, ψ (flipAll t) = ∑ t, ψ t := Equiv.sum_comp flipAll ψ
    rw [spinSq_apply, spinSq_apply]
    simp only [spinFlip, LinearMap.funLeft_apply, hsum]
  · intro p ψ hψ
    rw [← flip_even_eq_singlet_sup_quintet] at hψ
    by_cases h0 : ψ = 0
    · rw [h0, map_zero, smul_zero]
    · exact End.aeval_apply_of_hasEigenvector ⟨hψ, h0⟩

end FourSpinFlip
```

```lean
#print axioms FourSpinFlip.flip_even_eq_singlet_sup_quintet
-- 'FourSpinFlip.flip_even_eq_singlet_sup_quintet' depends on axioms: [propext, Classical.choice, Quot.sound]
#print axioms FourSpinFlip.spin_flip_sectors
-- 'FourSpinFlip.spin_flip_sectors' depends on axioms: [propext, Classical.choice, Quot.sound]
```

## What the theorem says

A string, `Str`, is a map from four sites to `Bool` with `twiceMs` equal to zero, where `true` is spin up. A `Wave` assigns a complex amplitude to each string, with no normalisation imposed. `spinSq` is defined as the sum of exchanges over the pairs i < j, and `spinFlip` is F. The strings carry no fermionic signs; for determinants this corresponds to writing the creation operators in a fixed orbital order.

`spin_flip_sectors` states four things:

- `Commute spinFlip spinSq`: F and S2 commute.
- The −1 eigenspace of F equals the S2 = 2 eigenspace, of dimension 3.
- The +1 eigenspace of F is the sum, written `⊔`, of the S2 = 0 and S2 = 6 eigenspaces, of dimensions 2 and 1.
- Every complex polynomial `p` in F acts on that sum as the number `p.eval 1`.

The dimensions carry real content, because Mathlib's `eigenspace` is defined for every number and is the zero space when that number is not an eigenvalue.

The model is one configuration of four open shells, without a Hamiltonian, doubly occupied orbitals or other values of Ms. If a spin-independent Hamiltonian is added, its lowest flip-even state can be the quintet, so restricting a calculation to flip-even states does not by itself guarantee a singlet. The value of S² tells the two apart.

## How the proof follows the derivation

`spinSq_apply` is the formula for S2. Its `count` step checks every pair of strings s, t by finite evaluation, and the `calc` block regroups the sum over exchanges into a sum over target strings.

`flip_odd_eq_triplet`, `mem_singlet_iff` and `mem_quintet_iff` carry out the three sector arguments; each `linear_combination` supplies the multiples of the equations that are added by hand. `flip_even_eq_singlet_sup_quintet` subtracts the mean amplitude.

`spin_multiplicities` obtains the dimensions indirectly. Its `bound` step shows that a space whose states are fixed by k amplitudes has dimension at most k, which gives upper bounds 3, 2 and 1. Even and odd states together span all six dimensions, so `omega` concludes that each bound is attained. The final theorem adds the commutation and applies Mathlib's rule for a polynomial acting on an eigenvector.

## Two spins, where the flip suffices

With two spins and Ms = 0 there are only two strings, and the flip is the same operation as the single exchange. The constant N(4 − N)/4 is now 1, so S² = 1 + F. The even state is the triplet and the odd state is the singlet: F separates them completely, and the triplet has the opposite sign to the one it has for four spins. This change of sign belongs to the fixed orbital order used here. If all spin-up creation operators are written before the spin-down ones, as in many CI codes, exchanging the spin-up and spin-down strings in the coefficients gives a minus sign for the triplet with two electrons as well as with four.
